# Feedback Jarzynski equality for a positive measurement channel and a sudden quench of finitely many levels

Take two states of energy zero, in equilibrium at inverse temperature \(b=1/k_BT>0\). A detector names the occupied state correctly with probability \(1-\varepsilon\), where \(0<\varepsilon<1\), and the level it did not name is then suddenly raised by \(\Delta\). Each outcome has probability \(1/2\).

A correct reading costs work \(W=0\) and carries information \(I=\ln[2(1-\varepsilon)]\). A wrong one costs \(W=\Delta\) and carries \(I=\ln 2\varepsilon\). With \(Z'=1+e^{-b\Delta}\), the free energy changes by \(\Delta F=-\ln(Z'/2)/b\). Now average \(e^{-b(W-\Delta F)-I}\) over the two correct and the two wrong pairs of state and outcome:

\[
2\cdot\frac{1-\varepsilon}{2}\cdot\frac{2}{Z'}\cdot\frac{1}{2(1-\varepsilon)}
+2\cdot\frac{\varepsilon}{2}\cdot\frac{2e^{-b\Delta}}{Z'}\cdot\frac{1}{2\varepsilon}
=\frac{1+e^{-b\Delta}}{Z'}=1 .
\]

The error probability cancels in each term, and what remains are Gibbs weights of the new levels.

## States, outcomes and energies

The states \(x\) and outcomes \(y\) form finite types `X` and `Y`.

```lean
import Mathlib

open Finset

namespace FeedbackJarzynski

noncomputable section

variable {X Y : Type*} [Fintype X] [Fintype Y]
```

Energies are real functions \(E(x)\), with partition function \(Z=\sum_x e^{-bE(x)}\).

```lean
/-- The partition function of the levels `E` at inverse temperature `b`. -/
def partitionZ (b : ℝ) (E : X → ℝ) : ℝ := ∑ x, Real.exp (-b * E x)
```

The system starts in equilibrium, with weights \(p(x)=e^{-bE(x)}/Z\). This is an assumption about the preparation.

```lean
/-- The Gibbs weight of the state `x` for the levels `E`, on a nonempty state set. -/
def gibbs (b : ℝ) (E : X → ℝ) (x : X) : ℝ := Real.exp (-b * E x) / partitionZ b E
```

The free energy is \(F=-\ln Z/b\).

```lean
/-- The equilibrium free energy of the levels `E`, for `b ≠ 0`. -/
def freeEnergy (b : ℝ) (E : X → ℝ) : ℝ := -Real.log (partitionZ b E) / b
```

The detector is described by conditional probabilities \(m(x,y)\). Reading it leaves the state unchanged.

```lean
/-- A measurement channel: `m x y` is the probability of the outcome `y` in the state `x`. -/
structure IsChannel (m : X → Y → ℝ) : Prop where
  nonneg : ∀ x y, 0 ≤ m x y
  sum_one : ∀ x, ∑ y, m x y = 1
```

Its outcomes have the law \(r(y)=\sum_x p(x)m(x,y)\).

```lean
/-- The probability of the outcome `y` when the measured system is in the Gibbs state. -/
def outcomeLaw (b : ℝ) (E : X → ℝ) (m : X → Y → ℝ) (y : Y) : ℝ :=
  ∑ x, gibbs b E x * m x y
```

Averages run over the joint law: \(\langle f\rangle=\sum_{x,y}p(x)m(x,y)f(x,y)\).

```lean
/-- The average of `f` over the initial state and the measurement outcome. -/
def avg (b : ℝ) (E : X → ℝ) (m : X → Y → ℝ) (f : X → Y → ℝ) : ℝ :=
  ∑ x, ∑ y, gibbs b E x * m x y * f x y
```

The information, in natural units, is \(I(x,y)=\ln[m(x,y)/r(y)]\). Where \(m(x,y)=0\), its value in Lean is immaterial, since such pairs have zero weight in averages.

```lean
/-- The information `ln (m / r)` gained about the state `x` from the outcome `y`,
for pairs with `m x y > 0`. -/
def info (b : ℝ) (E : X → ℝ) (m : X → Y → ℝ) (x : X) (y : Y) : ℝ :=
  Real.log (m x y / outcomeLaw b E m y)
```

After outcome \(y\) the levels jump to \(E'_y(x)\), written `E' y x`. The work done on the system is \(W=E'_y(x)-E(x)\), and \(\Delta F_y\) is the difference of the equilibrium free energies. `excess` is \(W-\Delta F_y\). The state stays fixed during the jump, so driving over a finite time, with its own dynamics, is not covered.

```lean
/-- The work of the quench from `E` to `E' y` in the state `x`, minus the free-energy change,
for `b ≠ 0`. -/
def excess (b : ℝ) (E : X → ℝ) (E' : Y → X → ℝ) (x : X) (y : Y) : ℝ :=
  (E' y x - E x) - (freeEnergy b (E' y) - freeEnergy b E)
```

One particular quench, used in part (i), has the levels \(E(x)-\ln m(x,y)/b\).

```lean
/-- The levels `E x - ln (m x y) / b` to which the system is quenched after the outcome `y`,
for `b ≠ 0` and `m x y > 0`. -/
def optimalLevels (b : ℝ) (E : X → ℝ) (m : X → Y → ℝ) (y : Y) (x : X) : ℝ :=
  E x - Real.log (m x y) / b
```

The model describes a quantum system only if the initial and quenched Hamiltonians and the measurement are all diagonal in one fixed finite basis, whose members are the states \(x\).

## (a) Positivity of the partition function

For a nonempty set of states, show that \(Z>0\).

**Solution.** \(Z\) is a sum of at least one exponential, and each is positive. `Finset.sum_pos` uses exactly these two facts.

```lean
variable [Nonempty X]

/-- The partition function is positive. -/
theorem partitionZ_pos (b : ℝ) (E : X → ℝ) : 0 < partitionZ b E :=
  Finset.sum_pos (fun _ _ => Real.exp_pos _) Finset.univ_nonempty
```

## (b) Normalisation of the Gibbs weights

Show that \(p(x)>0\) for every \(x\), and that \(\sum_x p(x)=1\).

**Solution.** Each weight is a quotient of positive numbers. Taking the common denominator out of the sum gives \(Z/Z=1\).

```lean
/-- The Gibbs weights are positive and sum to one. -/
theorem gibbs_law (b : ℝ) (E : X → ℝ) : (∀ x, 0 < gibbs b E x) ∧ ∑ x, gibbs b E x = 1 := by
  refine ⟨fun x => div_pos (Real.exp_pos _) (partitionZ_pos b E), ?_⟩
  simp only [gibbs, ← Finset.sum_div]
  exact div_self (partitionZ_pos b E).ne'
```

## (c) Two joint laws

Let \(g_y(x)=e^{-bE'_y(x)}/Z'_y\) be the Gibbs law of the new levels, with \(Z'_y\) their partition function. Show that

\[
\sum_{x,y}p(x)m(x,y)=1,\qquad \sum_{x,y}r(y)g_y(x)=1 .
\]

**Solution.** In the first sum, \(\sum_y m(x,y)=1\) leaves \(\sum_x p(x)=1\). In the second, summing over \(x\) first leaves \(\sum_y r(y)\), which is the first sum in the other order. `Finset.sum_comm` makes the exchanges.

```lean
/-- Two joint laws of state and outcome are normalised: the one produced by the measurement,
and the one that draws `y` from the outcome law and then `x` from the Gibbs law of `E' y`. -/
theorem joint_sums (b : ℝ) (E : X → ℝ) (E' : Y → X → ℝ) {m : X → Y → ℝ} (hm : IsChannel m) :
    ∑ x, ∑ y, gibbs b E x * m x y = 1 ∧
      ∑ x, ∑ y, outcomeLaw b E m y * gibbs b (E' y) x = 1 := by
  have h1 : ∑ x, ∑ y, gibbs b E x * m x y = 1 := by
    simp only [← Finset.mul_sum, hm.sum_one, mul_one]
    exact (gibbs_law b E).2
  have hg : ∀ y, ∑ x, gibbs b (E' y) x = 1 := fun y => (gibbs_law b (E' y)).2
  refine ⟨h1, ?_⟩
  rw [Finset.sum_comm]
  simp only [← Finset.mul_sum, hg, mul_one]
  unfold outcomeLaw
  rw [Finset.sum_comm]
  exact h1
```

## (d) Cancellation for one pair

For \(b>0\) and \(m(x,y)>0\), show that

\[
p(x)m(x,y)\,e^{-b(W-\Delta F_y)-I}=r(y)g_y(x).
\]

**Solution.** Since \(r(y)\ge p(x)m(x,y)>0\), the logarithm in \(I\) is well defined and \(e^{-I}=r(y)/m(x,y)\). Also \(e^{b\Delta F_y}=Z/Z'_y\). Hence the left side is

\[
\frac{e^{-bE(x)}}{Z}\,m(x,y)\cdot e^{-bE'_y(x)+bE(x)}\,\frac{Z}{Z'_y}\cdot\frac{r(y)}{m(x,y)}
=r(y)\frac{e^{-bE'_y(x)}}{Z'_y}.
\]

In the proof, `he` expands the exponent into energies and logarithms. The exponential rules turn it into a product, and `field_simp` cancels the factors.

```lean
/-- For a possible pair of state and outcome, the joint probability times
`exp (-b (W - ΔF) - I)` is the outcome probability times the Gibbs weight of the new levels. -/
theorem weight_mul_exp {b : ℝ} (hb : 0 < b) (E : X → ℝ) (E' : Y → X → ℝ) {m : X → Y → ℝ}
    (hm : IsChannel m) {x : X} {y : Y} (hxy : 0 < m x y) :
    gibbs b E x * m x y * Real.exp (-b * excess b E E' x y - info b E m x y) =
      outcomeLaw b E m y * gibbs b (E' y) x := by
  have hr : 0 < outcomeLaw b E m y :=
    Finset.sum_pos' (fun i _ => mul_nonneg ((gibbs_law b E).1 i).le (hm.nonneg i y))
      ⟨x, Finset.mem_univ x, mul_pos ((gibbs_law b E).1 x) hxy⟩
  have hZ := partitionZ_pos b E
  have hZ' := partitionZ_pos b (E' y)
  have hF : ∀ G : X → ℝ, b * freeEnergy b G = -Real.log (partitionZ b G) := by
    intro G
    unfold freeEnergy
    field_simp
  -- the exponent as a sum of logarithms and Boltzmann exponents
  have he : -b * excess b E E' x y - info b E m x y =
      -b * E' y x - -b * E x + Real.log (partitionZ b E) - Real.log (partitionZ b (E' y))
        + Real.log (outcomeLaw b E m y) - Real.log (m x y) := by
    unfold excess info
    rw [Real.log_div hxy.ne' hr.ne']
    linear_combination hF (E' y) - hF E
  rw [he, Real.exp_sub, Real.exp_add, Real.exp_sub, Real.exp_add, Real.exp_sub,
    Real.exp_log hZ, Real.exp_log hZ', Real.exp_log hr, Real.exp_log hxy]
  unfold gibbs
  field_simp
```

## (e) Channels with forbidden pairs

For \(b>0\) and any channel, show that

\[
\left\langle e^{-b(W-\Delta F_y)-I}\right\rangle
=1-\sum_{x,y:\,m(x,y)=0}r(y)g_y(x).
\]

**Solution.** By (d), each allowed pair contributes \(r(y)g_y(x)\) to the average, while a forbidden pair contributes zero. Adding the missing terms completes the second sum in (c), which is one. The proof moves the correction to the left and splits each pair on whether `m x y = 0`.

In the two-state example with \(\varepsilon=0\), the wrong readings are forbidden and the average drops to \(1/Z'\).

```lean
/-- Feedback Jarzynski equality for a channel that may forbid some outcomes: the average falls short
of one by the sum, over the forbidden pairs, of the outcome probability times the Gibbs weight of
the new levels. -/
theorem feedback_jarzynski_forbidden {b : ℝ} (hb : 0 < b) (E : X → ℝ) (E' : Y → X → ℝ)
    {m : X → Y → ℝ} (hm : IsChannel m) :
    avg b E m (fun x y => Real.exp (-b * excess b E E' x y - info b E m x y)) =
      1 - ∑ x, ∑ y, if m x y = 0 then outcomeLaw b E m y * gibbs b (E' y) x else 0 := by
  rw [eq_sub_iff_add_eq]
  refine Eq.trans ?_ (joint_sums b E E' hm).2
  unfold avg
  rw [← Finset.sum_add_distrib]
  refine Finset.sum_congr rfl fun x _ => ?_
  rw [← Finset.sum_add_distrib]
  refine Finset.sum_congr rfl fun y _ => ?_
  by_cases h0 : m x y = 0
  · simp [h0]
  · rw [if_neg h0, add_zero]
    exact weight_mul_exp hb E E' hm (lt_of_le_of_ne (hm.nonneg x y) (Ne.symm h0))
```

## (f) Positive channels

Suppose that every outcome is possible in every state, as for the detector of the opening example with \(0<\varepsilon<1\). For \(b>0\), show that

\[
\left\langle e^{-b(W-\Delta F_y)-I}\right\rangle=1 .
\]

**Solution.** The correction in (e) is an empty sum.

```lean
/-- Feedback Jarzynski equality: for a positive measurement channel,
`⟨exp (-b (W - ΔF) - I)⟩ = 1`. -/
theorem feedback_jarzynski {b : ℝ} (hb : 0 < b) (E : X → ℝ) (E' : Y → X → ℝ)
    {m : X → Y → ℝ} (hm : IsChannel m) (hpos : ∀ x y, 0 < m x y) :
    avg b E m (fun x y => Real.exp (-b * excess b E E' x y - info b E m x y)) = 1 := by
  have h0 : ∀ x y, m x y ≠ 0 := fun x y => (hpos x y).ne'
  rw [feedback_jarzynski_forbidden hb E E' hm]
  simp [h0]
```

## (g) A nonnegative gap for each pair

For \(b>0\), put \(w=p(x)m(x,y)\), \(R=r(y)g_y(x)\) and \(t=b(W-\Delta F_y)+I\). Show that

\[
wt-w+R\ge 0,\qquad wt-w+R=0\iff w=R .
\]

**Solution.** If \(m(x,y)=0\), then \(w=0\) and the gap is \(R\ge0\), which vanishes exactly when \(R=w\). Otherwise \(w>0\), and (d) gives \(R=we^{-t}\), so the gap is

\[
w\,(e^{-t}-1+t)\ge 0
\]

by \(1+s\le e^s\) at \(s=-t\). That inequality is strict for \(t\ne0\), so the gap vanishes only at \(t=0\), which is the same as \(R=w\). The `generalize` lines introduce these same letters \(t\), \(w\) and \(R\). `Real.add_one_le_exp` and its strict form `Real.add_one_lt_exp` supply the inequalities.

```lean
/-- For each pair, let `w` be its joint probability and `R` the outcome probability times the Gibbs
weight of the new levels. Then `w (b (W - ΔF) + I) - w + R` is nonnegative, and it vanishes exactly
when `w = R`. -/
theorem pair_gap {b : ℝ} (hb : 0 < b) (E : X → ℝ) (E' : Y → X → ℝ) {m : X → Y → ℝ}
    (hm : IsChannel m) (x : X) (y : Y) :
    0 ≤ gibbs b E x * m x y * (b * excess b E E' x y + info b E m x y)
        - gibbs b E x * m x y + outcomeLaw b E m y * gibbs b (E' y) x ∧
    (gibbs b E x * m x y * (b * excess b E E' x y + info b E m x y)
        - gibbs b E x * m x y + outcomeLaw b E m y * gibbs b (E' y) x = 0 ↔
      gibbs b E x * m x y = outcomeLaw b E m y * gibbs b (E' y) x) := by
  rcases (hm.nonneg x y).eq_or_lt with h0 | hxy
  · have hw : gibbs b E x * m x y = 0 := by rw [← h0, mul_zero]
    have hr : 0 ≤ outcomeLaw b E m y :=
      Finset.sum_nonneg fun i _ => mul_nonneg ((gibbs_law b E).1 i).le (hm.nonneg i y)
    have hR := mul_nonneg hr ((gibbs_law b (E' y)).1 x).le
    rw [hw, zero_mul, sub_zero, zero_add]
    exact ⟨hR, fun h => h.symm, fun h => h.symm⟩
  · have hw := mul_pos ((gibbs_law b E).1 x) hxy
    have k := weight_mul_exp hb E E' hm hxy
    have hs : -b * excess b E E' x y - info b E m x y =
        -(b * excess b E E' x y + info b E m x y) := by ring
    rw [hs] at k
    generalize b * excess b E E' x y + info b E m x y = t at k ⊢
    generalize gibbs b E x * m x y = w at hw k ⊢
    generalize outcomeLaw b E m y * gibbs b (E' y) x = R at k ⊢
    refine ⟨?_, fun h => ?_, fun h => ?_⟩
    · nlinarith [mul_nonneg hw.le (sub_nonneg.2 (Real.add_one_le_exp (-t)))]
    · -- strict convexity of the exponential forces `t = 0`
      have ht : t = 0 := by
        by_contra hne
        have := mul_pos hw (sub_pos.2 (Real.add_one_lt_exp (neg_ne_zero.2 hne)))
        nlinarith
      rw [ht, neg_zero, Real.exp_zero, mul_one] at k
      exact k
    · have h1 : Real.exp (-t) = 1 := mul_left_cancel₀ hw.ne' (by linarith)
      have ht : t = 0 := by
        have := (Real.exp_eq_one_iff _).1 h1
        linarith
      rw [ht]
      linarith
```

## (h) The work bound and its equality case

For \(b>0\) and any channel, show that

\[
\langle W-\Delta F_y\rangle\ge-\frac{\langle I\rangle}{b},
\]

with equality exactly when \(p(x)m(x,y)=r(y)g_y(x)\) for all \(x,y\).

**Solution.** Sum the gaps of (g) over all pairs. By (c), the terms \(-w\) and \(R\) add up to \(-1+1=0\), leaving

\[
b\langle W-\Delta F_y\rangle+\langle I\rangle\ge0 .
\]

Division by \(b\) gives the bound. A sum of nonnegative terms vanishes only if each term does, and (g) then gives the equality condition. In the proof, `key` is the summed identity, and `Finset.sum_eq_zero_iff_of_nonneg` is applied first to the sum over \(x\), then to the sum over \(y\).

```lean
/-- Second law with feedback: `⟨W - ΔF⟩ ≥ -⟨I⟩ / b`, with equality exactly when the joint law of
state and outcome is the outcome law times the Gibbs law of the new levels. -/
theorem feedback_second_law {b : ℝ} (hb : 0 < b) (E : X → ℝ) (E' : Y → X → ℝ)
    {m : X → Y → ℝ} (hm : IsChannel m) :
    -avg b E m (info b E m) / b ≤ avg b E m (excess b E E') ∧
    (avg b E m (excess b E E') = -avg b E m (info b E m) / b ↔
      ∀ x y, gibbs b E x * m x y = outcomeLaw b E m y * gibbs b (E' y) x) := by
  have gap := pair_gap hb E E' hm
  obtain ⟨j1, j2⟩ := joint_sums b E E' hm
  -- the total of the pairwise gaps is `b ⟨W - ΔF⟩ + ⟨I⟩`
  have key : ∑ x, ∑ y, (gibbs b E x * m x y * (b * excess b E E' x y + info b E m x y)
        - gibbs b E x * m x y + outcomeLaw b E m y * gibbs b (E' y) x) =
      b * avg b E m (excess b E E') + avg b E m (info b E m) := by
    simp only [Finset.sum_add_distrib, Finset.sum_sub_distrib]
    rw [j1, j2, sub_add_cancel]
    simp only [avg, Finset.mul_sum, ← Finset.sum_add_distrib]
    exact Finset.sum_congr rfl fun x _ => Finset.sum_congr rfl fun y _ => by ring
  have inner_nonneg := fun x => Finset.sum_nonneg fun y (_ : y ∈ Finset.univ) => (gap x y).1
  have total := Finset.sum_nonneg fun x (_ : x ∈ Finset.univ) => inner_nonneg x
  rw [key] at total
  refine ⟨by rw [div_le_iff₀ hb]; linarith, ?_⟩
  rw [eq_div_iff hb.ne']
  constructor
  · intro h x y
    have h0 := key.trans (by linarith :
      b * avg b E m (excess b E E') + avg b E m (info b E m) = 0)
    have hx := (Finset.sum_eq_zero_iff_of_nonneg fun x _ => inner_nonneg x).1 h0 x
      (Finset.mem_univ x)
    have hy := (Finset.sum_eq_zero_iff_of_nonneg fun y _ => (gap x y).1).1 hx y
      (Finset.mem_univ y)
    exact (gap x y).2.1 hy
  · intro h
    have h0 := key.symm.trans (Finset.sum_eq_zero fun x _ =>
      Finset.sum_eq_zero fun y _ => (gap x y).2.2 (h x y))
    linarith
```

## (i) A quench that attains the bound

For \(b>0\) and a positive channel, show that the quench \(E'_y(x)=E(x)-\ln m(x,y)/b\) gives

\[
\langle W-\Delta F_y\rangle=-\frac{\langle I\rangle}{b}.
\]

**Solution.** The new Boltzmann factors are \(e^{-bE(x)}m(x,y)\), with sum \(Z'_y=Z\,r(y)\). As \(Z'_y>0\), also \(r(y)>0\), and

\[
g_y(x)=\frac{p(x)m(x,y)}{r(y)} .
\]

This is the equality condition of (h). Physically, the new levels make the distribution conditioned on the outcome an equilibrium one. In the proof, `he` computes the Boltzmann factors and `hZ'` their sum.

```lean
/-- For a positive channel, the quench to `optimalLevels` attains `⟨W - ΔF⟩ = -⟨I⟩ / b`. -/
theorem optimal_feedback {b : ℝ} (hb : 0 < b) (E : X → ℝ) {m : X → Y → ℝ}
    (hm : IsChannel m) (hpos : ∀ x y, 0 < m x y) :
    avg b E m (excess b E (optimalLevels b E m)) = -avg b E m (info b E m) / b := by
  refine (feedback_second_law hb E _ hm).2.2 fun x y => ?_
  have hZ := (partitionZ_pos b E).ne'
  have he : ∀ i, Real.exp (-b * optimalLevels b E m y i) = Real.exp (-b * E i) * m i y := by
    intro i
    have h : b * (Real.log (m i y) / b) = Real.log (m i y) := by field_simp
    have h' : -b * optimalLevels b E m y i = -b * E i + Real.log (m i y) := by
      unfold optimalLevels
      linear_combination h
    rw [h', Real.exp_add, Real.exp_log (hpos i y)]
  -- the new partition function is the old one times the outcome probability
  have hZ' : partitionZ b (optimalLevels b E m y) = partitionZ b E * outcomeLaw b E m y := by
    rw [outcomeLaw, Finset.mul_sum]
    show ∑ i, Real.exp (-b * optimalLevels b E m y i) = _
    refine Finset.sum_congr rfl fun i _ => ?_
    rw [he i, gibbs]
    field_simp
  have hr : outcomeLaw b E m y ≠ 0 := by
    intro h
    have hp := partitionZ_pos b (optimalLevels b E m y)
    rw [hZ', h, mul_zero] at hp
    exact lt_irrefl _ hp
  simp only [gibbs, he, hZ']
  field_simp
```

## (j) The sign of the mean information

For any channel and any real \(b\), show that

\[
\langle I\rangle\ge0 .
\]

**Solution.** Replace the energies by \(bE(x)\) and the inverse temperature by one. The Gibbs weights, and with them \(r\) and \(I\), are unchanged. Leave the levels where they are, so that \(W=\Delta F_y=0\). Then (h) reads \(0\ge-\langle I\rangle\). The proof records the unchanged weights in `hg`, the unchanged mean information in `hi` and the vanishing excess work in `hz`.

```lean
/-- The mean information gained by the measurement is nonnegative. -/
theorem mean_info_nonneg (b : ℝ) (E : X → ℝ) {m : X → Y → ℝ} (hm : IsChannel m) :
    0 ≤ avg b E m (info b E m) := by
  -- apply the second law without a quench to the energies `b * E x` at inverse temperature one
  have hg : gibbs 1 (fun x => b * E x) = gibbs b E := by
    funext x
    simp [gibbs, partitionZ]
  have h := (feedback_second_law one_pos (fun x => b * E x) (fun _ x => b * E x) hm).1
  have hi : avg 1 (fun x => b * E x) m (info 1 (fun x => b * E x) m) =
      avg b E m (info b E m) := by
    simp only [avg, info, outcomeLaw, hg]
  have hz : avg 1 (fun x => b * E x) m
      (excess 1 (fun x => b * E x) (fun _ x => b * E x)) = 0 := by
    simp [avg, excess]
  rw [hi, hz, div_one] at h
  linarith

end

end FeedbackJarzynski
```

```lean
#print axioms FeedbackJarzynski.feedback_jarzynski
#print axioms FeedbackJarzynski.optimal_feedback
#print axioms FeedbackJarzynski.mean_info_nonneg
```

```
'FeedbackJarzynski.feedback_jarzynski' depends on axioms: [propext, Classical.choice, Quot.sound]
'FeedbackJarzynski.optimal_feedback' depends on axioms: [propext, Classical.choice, Quot.sound]
'FeedbackJarzynski.mean_info_nonneg' depends on axioms: [propext, Classical.choice, Quot.sound]
```
